# Kirchhoff conditions on an equilateral quantum graph as a vertex equation, for sin kL ≠ 0

Without a reduction to the junctions, finding the waves on a network of equal wires means solving for two unknown amplitudes on every wire, all coupled where the wires meet. For free motion along wires of length $L>0$, at a real wave number $k$ with $\sin kL\neq0$, the values at the junctions fix the waves, and the condition that the outgoing derivatives sum to zero becomes a linear equation for those values.

```lean
import Mathlib

open Set
open scoped Matrix

namespace EquilateralQuantumGraph

noncomputable section

/-- The wave `ψ` satisfies `ψ'' = -k² ψ` on the edge `[0, L]`, with one-sided derivatives
at the two ends. -/
def SolvesEdge (k L : ℝ) (ψ : ℝ → ℂ) : Prop :=
  ∃ φ : ℝ → ℂ, ∀ x ∈ Icc 0 L, HasDerivWithinAt ψ (φ x) (Icc 0 L) x ∧
    HasDerivWithinAt φ (-(k : ℂ) ^ 2 * ψ x) (Icc 0 L) x

/-- The derivative of an edge wave at the end `x = 0`, taken into the edge. -/
def outgoing (L : ℝ) (ψ : ℝ → ℂ) : ℂ := derivWithin ψ (Icc 0 L) 0

/-- The wave `(a sin k(L - x) + b sin kx) / sin kL` on an edge, for `sin kL ≠ 0`. -/
def edgeWave (k L : ℝ) (a b : ℂ) (x : ℝ) : ℂ :=
  (a * (Real.sin (k * (L - x)) : ℂ) + b * (Real.sin (k * x) : ℂ)) / (Real.sin (k * L) : ℂ)

/-- The waves `ψ v w`, with coordinate measured from `v`, solve the edge equation on every
edge of the graph and take the values `f` at the vertices. -/
def IsExtension {V : Type*} (G : SimpleGraph V) (k L : ℝ) (f : V → ℂ)
    (ψ : V → V → ℝ → ℂ) : Prop :=
  ∀ v w, G.Adj v w → SolvesEdge k L (ψ v w) ∧ ψ v w 0 = f v ∧ ψ v w L = f w

/-- The derivatives of `sin kx` and `cos kx` are `k cos kx` and `-k sin kx`. -/
theorem trig_deriv (k x : ℝ) :
    HasDerivAt (fun y : ℝ => (Real.sin (k * y) : ℂ)) (k * (Real.cos (k * x) : ℂ)) x ∧
    HasDerivAt (fun y : ℝ => (Real.cos (k * y) : ℂ)) (-(k * (Real.sin (k * x) : ℂ))) x := by
  have h : HasDerivAt (fun y : ℝ => k * y) (k * 1) x := (hasDerivAt_id' x).const_mul k
  have h1 := h.sin.ofReal_comp
  have h2 := h.cos.ofReal_comp
  exact ⟨h1.congr_deriv (by push_cast; ring), h2.congr_deriv (by push_cast; ring)⟩

/-- Every combination `A cos kx + B sin kx` solves the edge equation. -/
theorem trig_solves (k L : ℝ) (A B : ℂ) :
    SolvesEdge k L (fun x => A * (Real.cos (k * x) : ℂ) + B * (Real.sin (k * x) : ℂ)) := by
  refine ⟨fun x => k * (B * (Real.cos (k * x) : ℂ) - A * (Real.sin (k * x) : ℂ)),
    fun x _ => ?_⟩
  obtain ⟨hs, hc⟩ := trig_deriv k x
  have h1 := (hc.const_mul A).add (hs.const_mul B)
  have h2 := ((hc.const_mul B).sub (hs.const_mul A)).const_mul (k : ℂ)
  exact ⟨(h1.congr_deriv (by ring)).hasDerivWithinAt,
    (h2.congr_deriv (by ring)).hasDerivWithinAt⟩

/-- On an edge of positive length, every solution satisfies `k ψ(x) = k ψ(0) cos kx + ψ'(0) sin kx`
at each point `x` of the edge, where `ψ'(0)` is the outgoing derivative at `x = 0`. -/
theorem propagation {k L : ℝ} (hL : 0 < L) {ψ : ℝ → ℂ} (h : SolvesEdge k L ψ)
    {x : ℝ} (hx : x ∈ Icc 0 L) :
    (k : ℂ) * ψ x = k * ψ 0 * (Real.cos (k * x) : ℂ)
      + outgoing L ψ * (Real.sin (k * x) : ℂ) := by
  obtain ⟨φ, hφ⟩ := h
  have h0 : (0 : ℝ) ∈ Icc 0 L := ⟨le_rfl, hL.le⟩
  have hout : outgoing L ψ = φ 0 := (hφ 0 h0).1.derivWithin (uniqueDiffOn_Icc hL 0 h0)
  -- a quantity with vanishing derivative is constant along the edge
  have const : ∀ F : ℝ → ℂ, (∀ y ∈ Icc 0 L, HasDerivWithinAt F 0 (Icc 0 L) y) →
      F x = F 0 := by
    intro F hF
    have hn := Convex.norm_image_sub_le_of_norm_hasDerivWithin_le (C := 0)
      (f' := fun _ => (0 : ℂ)) hF (fun _ _ => by simp) (convex_Icc 0 L) h0 hx
    rw [zero_mul] at hn
    exact sub_eq_zero.mp (norm_le_zero_iff.mp hn)
  -- the two conserved quantities
  have eP := const (fun y => (k : ℂ) * ψ y * (Real.cos (k * y) : ℂ)
      - φ y * (Real.sin (k * y) : ℂ)) (by
    intro y hy
    obtain ⟨hs, hc⟩ := trig_deriv k y
    have h1 := (((hφ y hy).1.const_mul (k : ℂ)).mul hc.hasDerivWithinAt).sub
      ((hφ y hy).2.mul hs.hasDerivWithinAt)
    exact h1.congr_deriv (by ring))
  have eQ := const (fun y => (k : ℂ) * ψ y * (Real.sin (k * y) : ℂ)
      + φ y * (Real.cos (k * y) : ℂ)) (by
    intro y hy
    obtain ⟨hs, hc⟩ := trig_deriv k y
    have h1 := (((hφ y hy).1.const_mul (k : ℂ)).mul hs.hasDerivWithinAt).add
      ((hφ y hy).2.mul hc.hasDerivWithinAt)
    exact h1.congr_deriv (by ring))
  simp only [mul_zero, Real.cos_zero, Real.sin_zero, Complex.ofReal_one,
    Complex.ofReal_zero, mul_one, sub_zero, zero_add] at eP eQ
  have hcs : (Real.sin (k * x) : ℂ) ^ 2 + (Real.cos (k * x) : ℂ) ^ 2 = 1 := by
    exact_mod_cast Real.sin_sq_add_cos_sq (k * x)
  rw [hout]
  linear_combination (Real.cos (k * x) : ℂ) * eP + (Real.sin (k * x) : ℂ) * eQ
    - k * ψ x * hcs

/-- For `L > 0` and `sin kL ≠ 0`, a wave solves the edge equation with end values `a` and `b`
exactly when it equals `edgeWave k L a b` on the edge. -/
theorem solves_iff_edgeWave {k L : ℝ} (hL : 0 < L) (hs : Real.sin (k * L) ≠ 0)
    (a b : ℂ) (ψ : ℝ → ℂ) :
    (SolvesEdge k L ψ ∧ ψ 0 = a ∧ ψ L = b) ↔ ∀ x ∈ Icc 0 L, ψ x = edgeWave k L a b x := by
  have hs' : (Real.sin (k * L) : ℂ) ≠ 0 := Complex.ofReal_ne_zero.2 hs
  constructor
  · rintro ⟨h, rfl, rfl⟩ x hx
    have hk : k ≠ 0 := by
      rintro rfl
      simp at hs
    have px := propagation hL h hx
    have pL := propagation hL h (right_mem_Icc.2 hL.le)
    rw [edgeWave, eq_div_iff hs', mul_sub, Real.sin_sub]
    simp only [Complex.ofReal_sub, Complex.ofReal_mul]
    apply mul_left_cancel₀ (Complex.ofReal_ne_zero.2 hk)
    linear_combination (Real.sin (k * L) : ℂ) * px - (Real.sin (k * x) : ℂ) * pL
  · intro h
    -- rewrite the interpolating wave in terms of `cos kx` and `sin kx`
    have h' : ∀ x ∈ Icc 0 L, ψ x = a * (Real.cos (k * x) : ℂ)
        + (b - a * (Real.cos (k * L) : ℂ)) / (Real.sin (k * L) : ℂ)
          * (Real.sin (k * x) : ℂ) := by
      intro x hx
      have hd := div_mul_cancel₀ (b - a * (Real.cos (k * L) : ℂ)) hs'
      rw [h x hx, edgeWave, div_eq_iff hs', mul_sub, Real.sin_sub]
      simp only [Complex.ofReal_sub, Complex.ofReal_mul]
      linear_combination (-(Real.sin (k * x) : ℂ)) * hd
    refine ⟨?_, ?_, ?_⟩
    · obtain ⟨φ, hφ⟩ := trig_solves k L a
        ((b - a * (Real.cos (k * L) : ℂ)) / (Real.sin (k * L) : ℂ))
      refine ⟨φ, fun x hx => ⟨(hφ x hx).1.congr h' (h' x hx), ?_⟩⟩
      rw [h' x hx]
      exact (hφ x hx).2
    · rw [h 0 (left_mem_Icc.2 hL.le), edgeWave, sub_zero, mul_zero, Real.sin_zero,
        Complex.ofReal_zero, mul_zero, add_zero, mul_div_cancel_right₀ _ hs']
    · rw [h L (right_mem_Icc.2 hL.le), edgeWave, sub_self, mul_zero, Real.sin_zero,
        Complex.ofReal_zero, mul_zero, zero_add, mul_div_cancel_right₀ _ hs']

/-- For `L > 0` and `sin kL ≠ 0`, the outgoing derivative of an edge solution is
`k (ψ(L) - cos(kL) ψ(0)) / sin kL`. -/
theorem outgoing_eq {k L : ℝ} (hL : 0 < L) (hs : Real.sin (k * L) ≠ 0) {ψ : ℝ → ℂ}
    (h : SolvesEdge k L ψ) :
    outgoing L ψ = k * (ψ L - (Real.cos (k * L) : ℂ) * ψ 0) / (Real.sin (k * L) : ℂ) := by
  rw [eq_div_iff (Complex.ofReal_ne_zero.2 hs)]
  linear_combination -(propagation hL h (right_mem_Icc.2 hL.le))

/-- If `sin kL = 0` on an edge of length `L > 0`, there is an edge solution that vanishes at
both ends and has outgoing derivative `k`. -/
theorem exists_dirichlet_mode {k L : ℝ} (hL : 0 < L) (h0 : Real.sin (k * L) = 0) :
    ∃ ψ, SolvesEdge k L ψ ∧ ψ 0 = 0 ∧ ψ L = 0 ∧ outgoing L ψ = k := by
  refine ⟨fun x => (Real.sin (k * x) : ℂ), ?_, ?_, ?_, ?_⟩
  · simpa using trig_solves k L 0 1
  · simp
  · exact Complex.ofReal_eq_zero.2 h0
  · have hd := (trig_deriv k 0).1.hasDerivWithinAt.derivWithin
      (uniqueDiffOn_Icc hL 0 (left_mem_Icc.2 hL.le))
    exact hd.trans (by simp)

variable {V : Type*} {G : SimpleGraph V} {k L : ℝ} {f : V → ℂ} {ψ : V → V → ℝ → ℂ}

/-- For `L > 0` and `sin kL ≠ 0`, the waves `ψ` extend the vertex values `f` to edge solutions if
and only if, on every edge from `v` to `w`, `ψ v w` equals `edgeWave k L (f v) (f w)` on `[0, L]`.
-/
theorem isExtension_iff (hL : 0 < L) (hs : Real.sin (k * L) ≠ 0) :
    IsExtension G k L f ψ ↔
      ∀ v w, G.Adj v w → ∀ x ∈ Icc 0 L, ψ v w x = edgeWave k L (f v) (f w) x :=
  forall_congr' fun v => forall_congr' fun w => forall_congr' fun _ =>
    solves_iff_edgeWave hL hs (f v) (f w) (ψ v w)

/-- For `L > 0` and `sin kL ≠ 0`, the waves of an extension read from the two ends of an edge
are the same wave with the coordinate reversed. -/
theorem extension_reverse (hL : 0 < L) (hs : Real.sin (k * L) ≠ 0)
    (h : IsExtension G k L f ψ) {v w : V} (a : G.Adj v w) {x : ℝ} (hx : x ∈ Icc 0 L) :
    ψ w v x = ψ v w (L - x) := by
  rw [(isExtension_iff hL hs).1 h w v a.symm x hx,
    (isExtension_iff hL hs).1 h v w a (L - x) ⟨by linarith [hx.2], by linarith [hx.1]⟩]
  simp only [edgeWave, sub_sub_cancel]
  ring

/-- Let `L > 0`, `sin kL ≠ 0`, and let `ψ` extend the vertex values `f` to edge solutions on a
finite graph. The outgoing derivatives at `v` sum to zero if and only if the sum of `f` over the
neighbours of `v` equals `deg(v) cos(kL) f(v)`. -/
theorem kirchhoff_iff [Fintype V] [DecidableRel G.Adj] (hL : 0 < L)
    (hs : Real.sin (k * L) ≠ 0) (h : IsExtension G k L f ψ) (v : V) :
    ∑ w ∈ G.neighborFinset v, outgoing L (ψ v w) = 0 ↔
      ∑ w ∈ G.neighborFinset v, f w = G.degree v * (Real.cos (k * L) : ℂ) * f v := by
  have hk : k ≠ 0 := by
    rintro rfl
    simp at hs
  -- add up the outgoing derivatives over the neighbours
  have hsum : ∑ w ∈ G.neighborFinset v, outgoing L (ψ v w) =
      (k : ℂ) / (Real.sin (k * L) : ℂ) * (∑ w ∈ G.neighborFinset v, f w
        - G.degree v * (Real.cos (k * L) : ℂ) * f v) := by
    have hterm : ∀ w ∈ G.neighborFinset v, outgoing L (ψ v w) =
        (k : ℂ) / (Real.sin (k * L) : ℂ) * (f w - (Real.cos (k * L) : ℂ) * f v) := by
      intro w hw
      obtain ⟨h1, h2, h3⟩ := h v w ((G.mem_neighborFinset v w).1 hw)
      rw [outgoing_eq hL hs h1, h2, h3]
      ring
    rw [Finset.sum_congr rfl hterm, ← Finset.mul_sum, Finset.sum_sub_distrib,
      Finset.sum_const, G.card_neighborFinset_eq_degree, nsmul_eq_mul]
    ring
  rw [hsum, mul_eq_zero, or_iff_right (div_ne_zero (Complex.ofReal_ne_zero.2 hk)
    (Complex.ofReal_ne_zero.2 hs)), sub_eq_zero]

/-- On a finite `d`-regular graph with `L > 0` and `sin kL ≠ 0`, the outgoing derivatives of the
extension of `f` sum to zero at every vertex if and only if the adjacency matrix `A` satisfies
`A f = d cos(kL) f`. -/
theorem kirchhoff_iff_adjMatrix [Fintype V] [DecidableRel G.Adj] {d : ℕ}
    (hd : G.IsRegularOfDegree d) (hL : 0 < L) (hs : Real.sin (k * L) ≠ 0)
    (h : IsExtension G k L f ψ) :
    (∀ v, ∑ w ∈ G.neighborFinset v, outgoing L (ψ v w) = 0) ↔
      G.adjMatrix ℂ *ᵥ f = ((d : ℂ) * (Real.cos (k * L) : ℂ)) • f := by
  rw [funext_iff]
  refine forall_congr' fun v => ?_
  rw [kirchhoff_iff hL hs h v, SimpleGraph.adjMatrix_mulVec_apply, hd.degree_eq v,
    Pi.smul_apply, smul_eq_mul]

end

end EquilateralQuantumGraph
```

```lean
#print axioms EquilateralQuantumGraph.exists_dirichlet_mode
#print axioms EquilateralQuantumGraph.extension_reverse
#print axioms EquilateralQuantumGraph.kirchhoff_iff_adjMatrix
```

```
'EquilateralQuantumGraph.exists_dirichlet_mode' depends on axioms: [propext, Classical.choice, Quot.sound]
'EquilateralQuantumGraph.extension_reverse' depends on axioms: [propext, Classical.choice, Quot.sound]
'EquilateralQuantumGraph.kirchhoff_iff_adjMatrix' depends on axioms: [propext, Classical.choice, Quot.sound]
```

## Waves on wires, values at junctions

A particle of mass $m$ and energy $\hbar^2k^2/2m$ moves freely along each wire, so its wave satisfies $\psi''=-k^2\psi$ there. The wires are the edges of a graph and the junctions are its vertices. At a vertex $v$ the wave is continuous, with a common value $f(v)$ on all edges that meet there, and the derivatives taken into the edges sum to zero. The second requirement is usually called the Kirchhoff condition. Together with continuity it conserves probability: the current into an edge is proportional to $\operatorname{Im}(\overline{\psi}\,\psi')$, and these currents add up to $\operatorname{Im}\bigl(\overline{f(v)}\sum\psi'\bigr)=0$.

In Lean, `G : SimpleGraph V` is the network, without loops or multiple edges, and `f : V → ℂ` holds the vertex values. The wave `ψ v w` lives on the edge from `v` to `w`, with its coordinate measured from `v`, so each edge is described twice, once from either end. `SolvesEdge k L ψ` says that the wave equation holds on $[0,L]$, with one-sided derivatives at the ends; the letter `φ` in it stands for $\psi'$, not for a potential. `outgoing L ψ` is the one-sided derivative at $0$. `IsExtension G k L f ψ` says that the waves solve the equation on every edge and take the values `f` at both ends, which builds in continuity.

The theorem `isExtension_iff` states that `ψ` extends `f` exactly when, on every edge,

$$\psi_{vw}(x)=\frac{f(v)\sin k(L-x)+f(w)\sin kx}{\sin kL},\qquad 0\le x\le L .$$

This gives existence, and uniqueness on $[0,L]$. For such an extension on a finite graph, `kirchhoff_iff` states that at each vertex $v$

$$\sum_{w\sim v}\psi_{vw}'(0)=0\iff\sum_{w\sim v}f(w)=\deg(v)\cos(kL)\,f(v),$$

where $w\sim v$ runs over the neighbours of $v$. At an isolated vertex both sides read $0=0$. If every vertex has degree $d$, `kirchhoff_iff_adjMatrix` turns the conditions at all vertices together into $Af=d\cos(kL)f$, with $A$ the adjacency matrix. A nonzero $f$ is then an eigenvector of $A$.

A one-particle nearest-neighbour tight-binding Hamiltonian on the same graph, with equal site energies and equal nonzero hoppings, has the same eigenvectors as $A$. For $\sin kL\neq0$, the vertex values of a nonzero wave that meets the Kirchhoff conditions on a finite regular graph are therefore, up to normalisation, the amplitudes of a tight-binding eigenstate. For $d>0$, the eigenvalue $d$ of $A$, and also $-d$ on those graphs where it is an eigenvalue, would require $\cos kL=\pm1$, hence $\sin kL=0$, and so lie outside the theorem.

The model has equal edge lengths, no potential or magnetic field along the edges, and no attached leads, so it does not describe waves that arrive from outside the network. Its use for a real network also rests on physical assumptions, among them that each wire of finite width can be treated as one-dimensional and that a junction is described by continuity and a vanishing derivative sum.

## From one edge to the vertex equation

Let $\psi$ solve the equation on one edge, and consider

$$P=k\psi\cos kx-\psi'\sin kx,\qquad Q=k\psi\sin kx+\psi'\cos kx .$$

Differentiation gives

$$P'=-k^2\psi\sin kx-\psi''\sin kx=0,\qquad Q'=k^2\psi\cos kx+\psi''\cos kx=0,$$

because the terms in $\psi'$ cancel and $\psi''=-k^2\psi$. Both quantities therefore keep their values at $x=0$, namely $P=k\psi(0)$ and $Q=\psi'(0)$. Since $P\cos kx+Q\sin kx=k\psi(x)$,

$$k\psi(x)=k\psi(0)\cos kx+\psi'(0)\sin kx .$$

At $x=L$ this can be solved for the outgoing derivative, as $\sin kL\neq0$:

$$\psi'(0)=\frac{k\,[\psi(L)-\cos(kL)\,\psi(0)]}{\sin kL}.$$

Put this back and multiply by $\sin kL$:

$$k\psi(x)\sin kL=k\psi(0)\,[\sin kL\cos kx-\cos kL\sin kx]+k\psi(L)\sin kx .$$

The bracket is $\sin k(L-x)$. The condition $\sin kL\neq0$ also forces $k\neq0$, so division by $k\sin kL$ gives the formula for the wave.

Conversely, for end values $a$ and $b$ the formula can be written as

$$a\cos kx+\frac{b-a\cos kL}{\sin kL}\,\sin kx .$$

Its second derivative is $-k^2$ times itself, and it equals $a$ at $x=0$ and $b$ at $x=L$.

Exchanging $a$ with $b$ and $x$ with $L-x$ leaves the formula unchanged, so the two descriptions of an edge agree: $\psi_{wv}(x)=\psi_{vw}(L-x)$.

Now set $\psi_{vw}(0)=f(v)$ and $\psi_{vw}(L)=f(w)$, and sum over the neighbours of $v$:

$$\sum_{w\sim v}\psi_{vw}'(0)=\frac{k}{\sin kL}\Bigl[\sum_{w\sim v}f(w)-\deg(v)\cos(kL)\,f(v)\Bigr].$$

The prefactor is not zero, so the left side vanishes exactly when the bracket does. On a $d$-regular graph the neighbour sum is $(Af)(v)$ and $\deg(v)=d$, which gives the matrix equation.

## The same steps in Lean

`trig_deriv` supplies the derivatives of $\sin kx$ and $\cos kx$, and `trig_solves` shows that their combinations solve the edge equation. `propagation` contains the argument with $P$ and $Q$. Its local statement `const` uses a mean value inequality with derivative bound zero to show that a function with vanishing derivative on $[0,L]$ is constant. The facts `eP` and `eQ` apply this to the two quantities, and the final `linear_combination` forms $P\cos kx+Q\sin kx$ and uses $\sin^2+\cos^2=1$.

`solves_iff_edgeWave` proves both directions of the interpolation formula. The forward direction combines `propagation` at $x$ and at $L$ so that the outgoing derivative drops out, then cancels $k$. The backward direction rewrites the wave in terms of $\cos kx$ and $\sin kx$ and calls `trig_solves`. `outgoing_eq` is `propagation` at $x=L$, solved for the derivative.

`isExtension_iff` applies the one-edge result to every adjacent pair, and `extension_reverse` compares the two resulting formulas for an edge. In `kirchhoff_iff`, `hterm` is the outgoing derivative on one edge and `hsum` is the summed identity above; `mul_eq_zero` then removes the nonzero prefactor. The regular case follows vertex by vertex from the formula for the adjacency matrix acting on a vector.

## Where sin kL = 0

Take two vertices joined by one edge, with $k=\pi/L$ and $f=0$ at both. The wave $\sin kx$ has these end values, and so does the zero wave, so the extension is not unique. For $\sin kx$ the vertex equation reads $0=0$, yet the outgoing derivative is $k\neq0$ and the Kirchhoff condition fails. The condition $k\neq0$ alone is therefore too weak for either statement. The lemma `exists_dirichlet_mode` provides this wave whenever $\sin kL=0$; at $k=0$ it is merely the zero wave, and there the edge solutions are straight lines, for which a direct calculation gives the same vertex equation.

Excluding $\sin kL=0$ can remove genuine standing waves. On this single edge the vertex equations $f(w)=\cos(kL)f(v)$ and $f(v)=\cos(kL)f(w)$ have only the zero solution when $\sin kL\neq0$, so every nonzero wave that meets the Kirchhoff condition at both ends has $\sin kL=0$ and lies outside the theorem. An example is $\cos kx$ with $k=\pi/L$, whose derivative vanishes at both ends.
